# Finite-dimensional irreducible representations containing a Bloch state fill one star of k equally

If a symmetry operation could carry k to a point with a different number of states at the same energy, a Brillouin-zone sum that solves at one k-point and multiplies by the number of equivalent points could miscount electrons. If an irreducible multiplet could contain a k-point unrelated to the first, rebuilding the multiplet by rotation would lose states.

## One dimension for every arm

Let N be a normal subgroup of G, such as the lattice translations in a space group. Let D be a representation of G on a finite-dimensional complex space V whose only invariant subspaces are 0 and V. For a function ψ from N to the complex numbers, write V_ψ for the states v with D(n)v = ψ(n)v for every n in N. Such a ψ is called a weight. For g in G, define the conjugate weight gχ by

(gχ)(n) = χ(g⁻¹ng).

The star of χ is the set of distinct functions gχ, and its members are the arms. If V_χ contains a nonzero v, then the star is finite, V is the direct sum of the V_ψ over the star, and

dim V = (number of arms) · dim V_χ.

No weight outside the star occurs in V.

For translations by R with χ(R) = exp(−ik·R), an operation with rotation part S turns k into Sk. Since arms are distinct functions, k-points that differ by a reciprocal lattice vector count once.

## Star weights in Brillouin-zone sums

An independent-particle band code with a symmetric k-mesh can diagonalise at one k per star and weight the energies and occupations found there by the number of arms. Quantities that depend on position or direction, such as the electron density or forces, must also be symmetrised. The counting of states relies on the equality of dimensions, applied to each finite-dimensional energy eigenspace of a Hamiltonian that commutes with G; that part needs no irreducibility. For an irreducible multiplet, the dimension formula adds a check: its size must be divisible by the number of arms.

## From conjugation to the dimension formula

Take v in V_χ. Since ng = g(g⁻¹ng), and normality puts g⁻¹ng in N,

D(n)D(g)v = D(g)D(g⁻¹ng)v = χ(g⁻¹ng)D(g)v.

So D(g) maps V_χ into V_gχ. By the same argument D(g⁻¹) maps V_gχ back into V_χ. These maps are mutually inverse, so the two dimensions agree.

States of distinct weights are independent, by induction on the number of weights. The empty sum is trivial. Let S be a finite set of weights for which the claim holds, let a be a weight not in S, and suppose

f_a + Σ_{φ∈S} f_φ = 0, with each f_φ in V_φ and f_a in V_a.

Applying D(n) − a(n) removes f_a:

Σ_{φ∈S} (φ(n) − a(n)) f_φ = 0.

By the induction hypothesis every term vanishes. For each ψ in S there is an n with ψ(n) ≠ a(n), so f_ψ = 0. Then f_a = 0 as well.

Let W be the sum of the V_ψ over the star. Since g(hχ) = (gh)χ, D(g) maps V_hχ into V_(gh)χ, and W is invariant. It contains v ≠ 0, so W = V.

Each arm V_gχ contains D(g)v, which is nonzero because D(g) is invertible. A finite-dimensional space holds only finitely many independent nonzero subspaces, so the star is finite. Adding the equal dimensions gives the formula.

Finally, suppose a nonzero w had a weight outside the star. It would lie in V, which is the sum of the other weight spaces, and independence would force w = 0.

## Two waves on a three-site ring

Let ω = exp(2πi/3). On a pair of opposite Bloch waves, translation by one site acts as diag(ω, ω²), and a reflection s exchanges the waves. On the translations by 0, 1 and 2 sites, the first wave has weight (1, ω, ω²). Conjugation by s inverts a translation, which gives (1, ω², ω). Translations leave each weight alone, so there are two arms, each of dimension one:

2 = 2 · 1.

Now drop irreducibility by adding the uniform wave, with weight (1, 1, 1). The space has dimension 3, but the star of the first wave still accounts for only 2. The uniform wave lies outside that star, so both the spanning claim and the dimension formula fail.

## The Lean file

```lean
import Mathlib

open Module

namespace StarOfK

noncomputable section

variable {G V : Type*} [Group G] [AddCommGroup V] [Module ℂ V] {N : Subgroup G}

/-- The only subspaces invariant under all symmetry operations are zero and the whole space. -/
def OnlyTrivialInvariant (ρ : G →* Module.End ℂ V) : Prop :=
  ∀ W : Submodule ℂ V, (∀ g, ∀ w ∈ W, ρ g w ∈ W) → W = ⊥ ∨ W = ⊤

/-- The states on which every `n` in `N` acts as multiplication by the number `χ n`. -/
def weightSpace (ρ : G →* Module.End ℂ V) (χ : N → ℂ) : Submodule ℂ V where
  carrier := {v | ∀ n : N, ρ n v = χ n • v}
  add_mem' := fun ha hb n => by rw [map_add, ha n, hb n, smul_add]
  zero_mem' := fun n => by rw [map_zero, smul_zero]
  smul_mem' := fun c v hv n => by rw [map_smul, hv n, smul_comm]

/-- The weight `n ↦ χ (g⁻¹ n g)` obtained from `χ` by the symmetry operation `g`. -/
def conjWeight [hN : N.Normal] (g : G) (χ : N → ℂ) : N → ℂ :=
  fun n => χ ⟨g⁻¹ * n * g, by simpa using hN.conj_mem n n.2 g⁻¹⟩

/-- The star of `χ`: the set of all distinct weights obtained from it by symmetry operations. -/
def kStar [N.Normal] (χ : N → ℂ) : Set (N → ℂ) := Set.range fun g : G => conjWeight g χ

/-- Conjugating a weight by `h` and then by `g` is conjugating it by `g * h`. -/
theorem conjWeight_mul [N.Normal] (g h : G) (χ : N → ℂ) :
    conjWeight g (conjWeight h χ) = conjWeight (g * h) χ := by
  funext n
  simp only [conjWeight, mul_inv_rev, mul_assoc]

/-- A symmetry operation `g` carries a state of weight `χ` to a state of the conjugate weight. -/
theorem apply_mem_weightSpace [hN : N.Normal] {ρ : G →* Module.End ℂ V} {χ : N → ℂ} {v : V}
    (hv : v ∈ weightSpace ρ χ) (g : G) : ρ g v ∈ weightSpace ρ (conjWeight g χ) := by
  change ∀ n : N, ρ n (ρ g v) = conjWeight g χ n • ρ g v
  intro n
  have h := hv ⟨g⁻¹ * n * g, by simpa using hN.conj_mem n n.2 g⁻¹⟩
  -- move `n` past `g`, at the price of conjugating it
  have e : (n : G) * g = g * (g⁻¹ * n * g) := by group
  rw [← Module.End.mul_apply, ← map_mul, e, map_mul, Module.End.mul_apply]
  exact (congrArg (ρ g) h).trans (map_smul _ _ _)

/-- The weight spaces of `χ` and of each of its conjugates have the same `finrank`, which is the
dimension whenever that is finite. -/
theorem finrank_conjWeight [N.Normal] (ρ : G →* Module.End ℂ V) (χ : N → ℂ) (g : G) :
    finrank ℂ (weightSpace ρ (conjWeight g χ)) = finrank ℂ (weightSpace ρ χ) := by
  have inv : ∀ (a : G) (x : V), ρ a (ρ a⁻¹ x) = x := fun a x => by
    rw [← Module.End.mul_apply, ← map_mul, mul_inv_cancel, map_one, Module.End.one_apply]
  have inj : Function.Injective (ρ g) := fun x y h => by
    have h' := congrArg (ρ g⁻¹) h
    have hx := inv g⁻¹ x
    have hy := inv g⁻¹ y
    rw [inv_inv] at hx hy
    rwa [hx, hy] at h'
  have hmap : (weightSpace ρ χ).map (ρ g) = weightSpace ρ (conjWeight g χ) := by
    apply le_antisymm
    · rintro _ ⟨v, hv, rfl⟩
      exact apply_mem_weightSpace hv g
    · intro w hw
      refine ⟨ρ g⁻¹ w, ?_, inv g w⟩
      have h := apply_mem_weightSpace hw g⁻¹
      have h1 : conjWeight (1 : G) χ = χ := by
        funext n
        simp [conjWeight]
      rwa [conjWeight_mul, inv_mul_cancel, h1] at h
  rw [← hmap]
  exact (Submodule.equivMapOfInjective (ρ g) inj _).finrank_eq.symm

/-- States of distinct weights are linearly independent: the weight spaces form a direct sum. -/
theorem weightSpace_independent (ρ : G →* Module.End ℂ V) :
    iSupIndep fun ψ : N → ℂ => weightSpace ρ ψ := by
  classical
  rw [iSupIndep_iff_finsetSum_eq_zero_imp_eq_zero]
  intro s
  induction s using Finset.induction_on with
  | empty => simp
  | insert a s ha ih =>
    intro f hf h0
    rw [Finset.sum_insert ha] at h0
    have hs : ∀ ψ ∈ s, f ψ = 0 := by
      intro ψ hψ
      have hne : ψ ≠ a := fun h => ha (h ▸ hψ)
      obtain ⟨n, hn⟩ := Function.ne_iff.1 hne
      -- applying `ρ n - a n` removes the component of weight `a`
      have hz : ∑ φ ∈ s, (φ n - a n) • f φ = 0 := by
        have h1 := congrArg (ρ n) h0
        rw [map_add, map_sum, map_zero, hf a (Finset.mem_insert_self a s) n,
          Finset.sum_congr rfl
            (fun φ hφ => hf φ (Finset.mem_insert_of_mem hφ) n)] at h1
        simp only [sub_smul, Finset.sum_sub_distrib, ← Finset.smul_sum]
        linear_combination (norm := module) h1 - a n • h0
      have h2 := ih (fun φ => (φ n - a n) • f φ)
        (fun φ hφ => Submodule.smul_mem _ _ (hf φ (Finset.mem_insert_of_mem hφ))) hz ψ hψ
      exact (smul_eq_zero.1 h2).resolve_left (sub_ne_zero.2 hn)
    rw [Finset.sum_eq_zero hs, add_zero] at h0
    intro ψ hψ
    rcases Finset.mem_insert.1 hψ with h | h
    · rw [h, h0]
    · exact hs ψ h

/-- If only trivial subspaces are invariant and `χ` occurs as a weight, the weight spaces
of the star of `χ` together span the whole space. -/
theorem iSup_kStar [N.Normal] {ρ : G →* Module.End ℂ V} (hρ : OnlyTrivialInvariant ρ)
    {χ : N → ℂ} {v : V} (hv0 : v ≠ 0) (hv : v ∈ weightSpace ρ χ) :
    ⨆ ψ : kStar χ, weightSpace ρ ψ.1 = ⊤ := by
  have arm : ∀ (g : G) (w : V), w ∈ weightSpace ρ (conjWeight g χ) →
      w ∈ ⨆ ψ : kStar χ, weightSpace ρ ψ.1 := fun g w hw =>
    Submodule.mem_iSup_of_mem (⟨conjWeight g χ, g, rfl⟩ : kStar χ) hw
  refine (hρ _ fun g => ?_).resolve_left fun hb => ?_
  · -- a symmetry operation permutes the arms
    have hle : ⨆ ψ : kStar χ, weightSpace ρ ψ.1 ≤
        (⨆ ψ : kStar χ, weightSpace ρ ψ.1).comap (ρ g) := by
      refine iSup_le ?_
      rintro ⟨_, h, rfl⟩ w hw
      have h1 := apply_mem_weightSpace hw g
      exact arm (g * h) _ (conjWeight_mul g h χ ▸ h1)
    exact fun w hw => hle hw
  · have h1 : v ∈ weightSpace ρ (conjWeight (1 : G) χ) := by
      simpa using apply_mem_weightSpace hv 1
    exact hv0 ((Submodule.mem_bot ℂ).1 (hb.le (arm 1 v h1)))

/-- Star of k: if a finite-dimensional representation has only trivial invariant subspaces and
`χ` occurs as a weight of the normal subgroup `N`, then the star of `χ` is finite and the space is
the direct sum of its weight spaces, all of equal dimension. -/
theorem star_decomposition [N.Normal] [FiniteDimensional ℂ V] {ρ : G →* Module.End ℂ V}
    (hρ : OnlyTrivialInvariant ρ) {χ : N → ℂ} {v : V} (hv0 : v ≠ 0)
    (hv : v ∈ weightSpace ρ χ) :
    Finite (kStar χ) ∧ (iSupIndep fun ψ : kStar χ => weightSpace ρ ψ.1) ∧
      ⨆ ψ : kStar χ, weightSpace ρ ψ.1 = ⊤ ∧
      ∀ ψ : kStar χ, finrank ℂ (weightSpace ρ ψ.1) = finrank ℂ (weightSpace ρ χ) := by
  have hind : iSupIndep fun ψ : kStar χ => weightSpace ρ ψ.1 :=
    (weightSpace_independent ρ).comp Subtype.val_injective
  refine ⟨WellFoundedGT.finite_of_iSupIndep hind ?_, hind, iSup_kStar hρ hv0 hv, ?_⟩
  · -- every arm contains the nonzero state `ρ g v`
    rintro ⟨_, g, rfl⟩ hb
    have hm := (Submodule.mem_bot ℂ).1 (hb.le (apply_mem_weightSpace hv g))
    apply hv0
    have h := congrArg (ρ g⁻¹) hm
    rwa [← Module.End.mul_apply, ← map_mul, inv_mul_cancel, map_one, Module.End.one_apply,
      map_zero] at h
  · rintro ⟨_, g, rfl⟩
    exact finrank_conjWeight ρ χ g

/-- If a finite-dimensional representation has only trivial invariant subspaces and `χ` occurs as
a weight of the normal subgroup `N`, its dimension is the number of arms of the star of `χ` times
the dimension of the weight space of `χ`. -/
theorem finrank_eq_card_star_mul [N.Normal] [FiniteDimensional ℂ V] {ρ : G →* Module.End ℂ V}
    (hρ : OnlyTrivialInvariant ρ) {χ : N → ℂ} {v : V} (hv0 : v ≠ 0)
    (hv : v ∈ weightSpace ρ χ) :
    finrank ℂ V = Nat.card (kStar χ) * finrank ℂ (weightSpace ρ χ) := by
  classical
  obtain ⟨hfin, hind, htop, hdim⟩ := star_decomposition hρ hv0 hv
  let := Fintype.ofFinite (kStar χ)
  have hI : DirectSum.IsInternal fun ψ : kStar χ => weightSpace ρ ψ.1 :=
    (DirectSum.isInternal_submodule_iff_iSupIndep_and_iSup_eq_top _).2 ⟨hind, htop⟩
  rw [← (LinearEquiv.ofBijective (DirectSum.coeLinearMap _) hI).finrank_eq,
    Module.finrank_directSum, Finset.sum_congr rfl (fun ψ _ => hdim ψ), Finset.sum_const,
    Finset.card_univ, smul_eq_mul, Nat.card_eq_fintype_card]

/-- If only trivial subspaces are invariant, any two weights that occur lie in the same star. -/
theorem weight_mem_kStar [N.Normal] {ρ : G →* Module.End ℂ V} (hρ : OnlyTrivialInvariant ρ)
    {χ ψ : N → ℂ} {v w : V} (hv0 : v ≠ 0) (hv : v ∈ weightSpace ρ χ)
    (hw0 : w ≠ 0) (hw : w ∈ weightSpace ρ ψ) : ψ ∈ kStar χ := by
  by_contra hψ
  -- the other weight spaces already fill the whole space
  have hle : ⨆ φ : kStar χ, weightSpace ρ φ.1 ≤ ⨆ φ, ⨆ (_ : φ ≠ ψ), weightSpace ρ φ :=
    iSup_le fun φ => le_iSup₂_of_le φ.1 (fun h => hψ (h ▸ φ.2)) le_rfl
  rw [iSup_kStar hρ hv0 hv] at hle
  exact hw0 (Submodule.disjoint_def.1 (weightSpace_independent ρ ψ) w hw
    (hle Submodule.mem_top))

/-- The Bloch phase `exp (2πi j / 3)` of a translation by `j` sites on a ring of three sites. -/
def phase : AddChar (ZMod 3) ℂ := ZMod.stdAddChar

/-- Rotations and reflections of the ring as matrices on a pair of opposite Bloch waves. -/
def blochMatrix : DihedralGroup 3 → Matrix (Fin 2) (Fin 2) ℂ
  | .r i => !![phase i, 0; 0, phase (-i)]
  | .sr i => !![0, phase (-i); phase i, 0]

/-- The representation of the symmetry group of the ring on a pair of opposite Bloch waves. -/
def blochPair : DihedralGroup 3 →* Module.End ℂ (Fin 2 → ℂ) where
  toFun g := Matrix.toLin' (blochMatrix g)
  map_one' := by
    have h : blochMatrix 1 = 1 := by
      rw [DihedralGroup.one_def]
      ext a b
      fin_cases a <;> fin_cases b <;> simp [blochMatrix]
    rw [h, Matrix.toLin'_one]
    rfl
  map_mul' g h := by
    have hm : blochMatrix (g * h) = blochMatrix g * blochMatrix h := by
      rcases g with i | i <;> rcases h with j | j <;> ext a b <;> fin_cases a <;>
        fin_cases b <;> simp [blochMatrix, Matrix.mul_apply, Fin.sum_univ_two,
          sub_eq_add_neg, AddChar.map_add_eq_mul, mul_comm]
    rw [hm, Matrix.toLin'_mul]
    rfl

/-- The subgroup of translations along the ring. -/
def translations : Subgroup (DihedralGroup 3) where
  carrier := {g | ∃ i, g = .r i}
  one_mem' := ⟨0, rfl⟩
  mul_mem' := by
    rintro _ _ ⟨i, rfl⟩ ⟨j, rfl⟩
    exact ⟨i + j, rfl⟩
  inv_mem' := by
    rintro _ ⟨i, rfl⟩
    exact ⟨-i, rfl⟩

instance : translations.Normal where
  conj_mem := by
    rintro _ ⟨i, rfl⟩ g
    have h : ∀ (i : ZMod 3) (g : DihedralGroup 3), ∃ j, g * .r i * g⁻¹ = .r j := by decide
    exact h i g

/-- The weight of the first Bloch wave under translations. -/
def blochWeight : translations → ℂ := fun n => blochMatrix n.1 0 0

/-- The pair of opposite Bloch waves on the ring has only trivial invariant subspaces, its first
wave is a nonzero state of weight `blochWeight`, and a reflection changes this weight. -/
theorem blochPair_witness : OnlyTrivialInvariant blochPair ∧ (![1, 0] : Fin 2 → ℂ) ≠ 0 ∧
    ![1, 0] ∈ weightSpace blochPair blochWeight ∧
    conjWeight (.sr 0) blochWeight ≠ blochWeight := by
  have hne : phase 1 ≠ phase (-1) := fun h =>
    absurd (ZMod.injective_stdAddChar h) (by decide)
  have hr : ∀ i w, blochPair (.r i) w = ![phase i * w 0, phase (-i) * w 1] := by
    intro i w
    ext a
    fin_cases a <;> simp [blochPair, blochMatrix, Matrix.mulVec, dotProduct, Fin.sum_univ_two]
  have hs : ∀ w, blochPair (.sr 0) w = ![w 1, w 0] := by
    intro w
    ext a
    fin_cases a <;> simp [blochPair, blochMatrix, Matrix.mulVec, dotProduct, Fin.sum_univ_two]
  refine ⟨fun W hW => ?_, fun h => ?_, ?_, fun h => ?_⟩
  · by_cases h : ∀ w ∈ W, w 0 = 0
    · left
      refine (Submodule.eq_bot_iff W).2 fun w hw => ?_
      have h1 := h _ (hW (.sr 0) w hw)
      rw [hs] at h1
      ext a
      fin_cases a
      · exact h w hw
      · exact h1
    · right
      push Not at h
      obtain ⟨w, hw, hw0⟩ := h
      have ha : (phase 1 - phase (-1)) * w 0 ≠ 0 := mul_ne_zero (sub_ne_zero.2 hne) hw0
      -- a translation separates the two waves, a reflection exchanges them
      have h1 : (![1, 0] : Fin 2 → ℂ) ∈ W := by
        have hm := W.smul_mem ((phase 1 - phase (-1)) * w 0)⁻¹
          (W.sub_mem (hW (.r 1) w hw) (W.smul_mem (phase (-1)) hw))
        rw [hr] at hm
        convert hm using 1
        ext a
        fin_cases a
        · change (1 : ℂ) = ((phase 1 - phase (-1)) * w 0)⁻¹ *
            (phase 1 * w 0 - phase (-1) * w 0)
          rw [← sub_mul, inv_mul_cancel₀ ha]
        · change (0 : ℂ) = ((phase 1 - phase (-1)) * w 0)⁻¹ *
            (phase (-1) * w 1 - phase (-1) * w 1)
          rw [sub_self, mul_zero]
      have h2 : (![0, 1] : Fin 2 → ℂ) ∈ W := by
        have hm := hW (.sr 0) _ h1
        rw [hs] at hm
        exact hm
      refine (Submodule.eq_top_iff').2 fun u => ?_
      have hu : u = u 0 • ![1, 0] + u 1 • ![0, 1] := by
        ext a
        fin_cases a <;> simp
      rw [hu]
      exact W.add_mem (W.smul_mem _ h1) (W.smul_mem _ h2)
  · exact one_ne_zero (congrFun h 0)
  · rintro ⟨_, i, rfl⟩
    rw [hr]
    ext a
    fin_cases a <;> simp [blochWeight, blochMatrix]
  · have hc := congrFun h ⟨.r 1, 1, rfl⟩
    have hg : (DihedralGroup.sr (0 : ZMod 3))⁻¹ * .r 1 * .sr 0 = .r (-1) := by decide
    simp only [conjWeight, blochWeight, hg] at hc
    exact hne hc.symm

end

end StarOfK
```

```lean
#print axioms StarOfK.star_decomposition
#print axioms StarOfK.finrank_eq_card_star_mul
#print axioms StarOfK.weight_mem_kStar
```

```
'StarOfK.star_decomposition' depends on axioms: [propext, Classical.choice, Quot.sound]
'StarOfK.finrank_eq_card_star_mul' depends on axioms: [propext, Classical.choice, Quot.sound]
'StarOfK.weight_mem_kStar' depends on axioms: [propext, Classical.choice, Quot.sound]
```

## Irreducibility and a Bloch state in, star decomposition out

The representation is `ρ : G →* Module.End ℂ V`, a homomorphism into linear operators. `OnlyTrivialInvariant` expresses irreducibility; the nonzero `v` excludes V = 0. `weightSpace ρ χ` is V_χ, `conjWeight g χ` is gχ, and `kStar χ` is the star as a set of functions.

`star_decomposition` gives finiteness, directness (as `iSupIndep` together with supremum `⊤`) and equal dimensions. `finrank_eq_card_star_mul` is the dimension formula, and `weight_mem_kStar` excludes other stars.

Neither G nor N need be finite, and N need not be abelian. The occurrence of a weight is a hypothesis: physically, the multiplet contains a simultaneous eigenstate of all operations in N. There is no inner product, so orthogonality of the arms is not claimed. Antiunitary time reversal does not fit this linear model, and no Hamiltonian appears.

## The derivation inside the proof

`apply_mem_weightSpace` is the conjugation step. `finrank_conjWeight` proves both inclusions in `hmap` and reads off the dimensions from an injective map. `weightSpace_independent` runs the induction with `Finset.induction_on`; its `hz` is the equation from which f_a has been removed.

`iSup_kStar` applies irreducibility to the sum over the star and uses `v` to rule out zero. `star_decomposition` obtains finiteness from independent, nonzero arms, and `finrank_eq_card_star_mul` adds up the dimensions of the direct sum. `weight_mem_kStar` argues by contradiction, as above.

`blochPair_witness` confirms that the ring example satisfies the hypotheses and that a reflection changes the weight. For irreducibility, it splits into two cases. If every vector of an invariant subspace has zero first component, a reflection shows that the second component vanishes too, so the subspace is zero. Otherwise it takes a vector with nonzero first component, isolates the first wave by a translation, and reaches the second by a reflection, so the subspace is the whole space.
